# The sum of the negative Bogoliubov-de Gennes eigenvalues for two paired modes

Two fermionic modes with real energies `ε₁` and `ε₂` and a real pairing amplitude `Δ` have the mean-field Hamiltonian H = ε₁c₁†c₁ + ε₂c₂†c₂ + Δ(c₁†c₂† + c₂c₁). In the basis Ψ = (c₁, c₂, c₁†, c₂†) this is H = ½Ψ†MΨ + (ε₁ + ε₂)/2, where M is the 4×4 Bogoliubov-de Gennes matrix, with diagonal ε₁, ε₂, −ε₁, −ε₂ and pairing entries ±Δ. The theorem `bdg_negativeSum` states that the negative eigenvalues of M, counted with multiplicity, add up to −2 max(R, |ε₁ − ε₂|/2), where R = √(((ε₁ + ε₂)/2)² + Δ²). The proof sets out to show by induction on multisets that summing the negative members is the same as summing min(x, 0) over all members. It then inserts the four eigenvalues ±R ± (ε₁ − ε₂)/2, known from `bdg_levels`, and finishes by cases on the signs and orderings.

In Lean, a first try:

```lean
import Mathlib

open Matrix Polynomial

namespace BdgNegativeSum

noncomputable section

/-- The doubled Bogoliubov-de Gennes matrix in the Nambu ordering. -/
def bdg (ε₁ ε₂ Δ : ℝ) : Matrix (Fin 4) (Fin 4) ℝ :=
  !![ε₁, 0, 0, Δ; 0, ε₂, -Δ, 0; 0, -Δ, -ε₁, 0; Δ, 0, 0, -ε₂]

/-- The real eigenvalues of a matrix, counted with algebraic multiplicity. -/
def levels (M : Matrix (Fin 4) (Fin 4) ℝ) : Multiset ℝ := M.charpoly.roots

/-- The sum of the negative eigenvalues, counted with multiplicity. -/
def negativeSum (M : Matrix (Fin 4) (Fin 4) ℝ) : ℝ :=
  ((levels M).filter (fun x => x < 0)).sum

/-- The pairing energy `√(s² + Δ²)`, with `s` the mean of the two mode energies. -/
def pairEnergy (ε₁ ε₂ Δ : ℝ) : ℝ := √(((ε₁ + ε₂) / 2) ^ 2 + Δ ^ 2)

/-- If a symmetric matrix couples only the outer pair and the inner pair of basis states, its
levels are read off from a factorisation of the product of the two secular polynomials. -/
theorem levels_of_two_blocks (a b d p q t w₁ w₂ w₃ w₄ : ℝ)
    (h : ∀ x : ℝ, ((x - a) * (x - d) - b ^ 2) * ((x - p) * (x - t) - q ^ 2)
      = (x - w₁) * (x - w₂) * (x - w₃) * (x - w₄)) :
    levels !![a, 0, 0, b; 0, p, q, 0; 0, q, t, 0; b, 0, 0, d] = {w₁, w₂, w₃, w₄} := by
  have hp : (!![a, 0, 0, b; 0, p, q, 0; 0, q, t, 0; b, 0, 0, d] :
      Matrix (Fin 4) (Fin 4) ℝ).charpoly
      = (({w₁, w₂, w₃, w₄} : Multiset ℝ).map (fun r => X - C r)).prod := by
    apply Polynomial.funext
    intro x
    have hs : Matrix.scalar (Fin 4) x - !![a, 0, 0, b; 0, p, q, 0; 0, q, t, 0; b, 0, 0, d]
        = !![x - a, 0, 0, -b; 0, x - p, -q, 0; 0, -q, x - t, 0; -b, 0, 0, x - d] := by
      ext i j
      fin_cases i <;> fin_cases j <;> simp
    have hdet : (!![x - a, 0, 0, -b; 0, x - p, -q, 0; 0, -q, x - t, 0; -b, 0, 0, x - d] :
        Matrix (Fin 4) (Fin 4) ℝ).det
        = ((x - a) * (x - d) - b ^ 2) * ((x - p) * (x - t) - q ^ 2) := by
      simp [Matrix.det_succ_row_zero, Fin.sum_univ_succ, Fin.succAbove]
      ring
    rw [Matrix.eval_charpoly, hs, hdet, h]
    simp only [Multiset.insert_eq_cons, Multiset.map_cons, Multiset.map_singleton,
      Multiset.prod_cons, Multiset.prod_singleton, eval_mul, eval_sub, eval_X, eval_C]
    ring
  rw [levels, hp, Polynomial.roots_multiset_prod_X_sub_C]

/-- The four BdG eigenvalues are `±R ± (ε₁ - ε₂)/2`, with `R` the pairing energy. -/
theorem bdg_levels (ε₁ ε₂ Δ : ℝ) :
    levels (bdg ε₁ ε₂ Δ) =
      {pairEnergy ε₁ ε₂ Δ + (ε₁ - ε₂) / 2, pairEnergy ε₁ ε₂ Δ - (ε₁ - ε₂) / 2,
        -pairEnergy ε₁ ε₂ Δ + (ε₁ - ε₂) / 2, -pairEnergy ε₁ ε₂ Δ - (ε₁ - ε₂) / 2} := by
  have hR : pairEnergy ε₁ ε₂ Δ ^ 2 = ((ε₁ + ε₂) / 2) ^ 2 + Δ ^ 2 :=
    Real.sq_sqrt (by positivity)
  apply levels_of_two_blocks
  intro x
  generalize pairEnergy ε₁ ε₂ Δ = R at *
  linear_combination ((x - (ε₁ - ε₂) / 2) ^ 2 + (x + (ε₁ - ε₂) / 2) ^ 2
    - ((ε₁ + ε₂) / 2) ^ 2 - Δ ^ 2 - R ^ 2) * hR

/-- The negative BdG eigenvalues add up to minus twice the larger of the pairing energy and
half the level splitting. -/
theorem bdg_negativeSum (ε₁ ε₂ Δ : ℝ) :
    negativeSum (bdg ε₁ ε₂ Δ) = -2 * max (pairEnergy ε₁ ε₂ Δ) (|ε₁ - ε₂| / 2) := by
  -- a sum over negative members is a sum of `min x 0` over all members
  have hmin : ∀ m : Multiset ℝ,
      (m.filter (fun x => x < 0)).sum = (m.map (fun x => min x 0)).sum := by
    intro m
    induction m using Multiset.induction_on with
    | empty => simp
    | cons a m ih =>
      by_cases h : a < 0
      · rw [Multiset.filter_cons_of_pos _ h, Multiset.sum_cons, Multiset.map_cons,
          Multiset.sum_cons, ih, min_eq_left h.le]
      · rw [Multiset.filter_cons_of_neg _ h, Multiset.map_cons,
          Multiset.sum_cons, ih, min_eq_right (not_lt.mp h), zero_add]
  have h0 : 0 ≤ pairEnergy ε₁ ε₂ Δ := Real.sqrt_nonneg _
  rw [negativeSum, hmin, bdg_levels]
  simp only [Multiset.insert_eq_cons, Multiset.map_cons, Multiset.map_singleton,
    Multiset.sum_cons, Multiset.sum_singleton]
  generalize pairEnergy ε₁ ε₂ Δ = R at *
  rcases abs_cases (ε₁ - ε₂) with ⟨h, h'⟩ | ⟨h, h'⟩ <;> rw [h] <;>
    simp only [min_def, max_def] <;> split_ifs <;> linarith

end

end BdgNegativeSum
```

Compiling this gives:

```
Main.lean:74:12: error: Tactic `rewrite` failed: Did not find an occurrence of the pattern
  Multiset.filter (LT.lt a) (0 ::ₘ ?m.86)
in the target expression
  (Multiset.filter (fun x => x < 0) (a ::ₘ m)).sum = (Multiset.map (fun x => min x 0) (a ::ₘ m)).sum

case pos
ε₁ ε₂ Δ a : ℝ
m : Multiset ℝ
ih : (Multiset.filter (fun x => x < 0) m).sum = (Multiset.map (fun x => min x 0) m).sum
h : a < 0
⊢ (Multiset.filter (fun x => x < 0) (a ::ₘ m)).sum = (Multiset.map (fun x => min x 0) (a ::ₘ m)).sum
Main.lean:76:12: error: Tactic `rewrite` failed: Did not find an occurrence of the pattern
  Multiset.filter (LT.lt a) (0 ::ₘ ?m.91)
in the target expression
  (Multiset.filter (fun x => x < 0) (a ::ₘ m)).sum = (Multiset.map (fun x => min x 0) (a ::ₘ m)).sum

case neg
ε₁ ε₂ Δ a : ℝ
m : Multiset ℝ
ih : (Multiset.filter (fun x => x < 0) m).sum = (Multiset.map (fun x => min x 0) m).sum
h : ¬a < 0
⊢ (Multiset.filter (fun x => x < 0) (a ::ₘ m)).sum = (Multiset.map (fun x => min x 0) (a ::ₘ m)).sum
```

Fix (accepted with no message):

```diff
@@ -72,7 +72,11 @@
     | cons a m ih =>
       by_cases h : a < 0
-      · rw [Multiset.filter_cons_of_pos _ h, Multiset.sum_cons, Multiset.map_cons,
+      · have hf : (a ::ₘ m).filter (fun x => x < 0) = a ::ₘ m.filter (fun x => x < 0) :=
+          Multiset.filter_cons_of_pos m h
+        rw [hf, Multiset.sum_cons, Multiset.map_cons,
           Multiset.sum_cons, ih, min_eq_left h.le]
-      · rw [Multiset.filter_cons_of_neg _ h, Multiset.map_cons,
+      · have hf : (a ::ₘ m).filter (fun x => x < 0) = m.filter (fun x => x < 0) :=
+          Multiset.filter_cons_of_neg m h
+        rw [hf, Multiset.map_cons,
           Multiset.sum_cons, ih, min_eq_right (not_lt.mp h), zero_add]
   have h0 : 0 ≤ pairEnergy ε₁ ε₂ Δ := Real.sqrt_nonneg _
```

What went wrong. Both errors are one failure, in the two branches of the induction step. The lemmas `Multiset.filter_cons_of_pos` and `Multiset.filter_cons_of_neg` take a proof of `p a` or `¬p a`, and in the `rw` calls Lean had to infer both the predicate and the element from `h`. Since `a < 0` is `LT.lt a 0`, Lean split it into the predicate `LT.lt a` applied to the element `0`. The rewrite therefore looked for a filter by "greater than `a`" on a multiset with `0` at its head, while the goal filters `a ::ₘ m` by `fun x => x < 0`.

The repair states each equation first, as `hf`, with the intended predicate and multiset written out. This expected type fixes the predicate as `fun x => x < 0` and the element as `a`, so `h` is accepted as the required proof, and `rw [hf]` finds its left side in the goal. Writing `m` in place of `_` is mere tidying, since the stated equation already determines it.
